# Fewer than $N$ fixed mixing steps leave some Fourier mode of the $N$-site cyclic shift undamped

## Mixing schedules, shift and modes

Let $A$ be a linear map on a complex vector space $V$, with $b, x \in V$ and residual $r = b - Ax$. A mixing step with parameter $\alpha \in \mathbb{C}$ sends $x$ to $x + \alpha r$. A schedule $\alpha_1, \dots, \alpha_m$ is applied in order, and its residual polynomial is $p(X) = \prod_j (1 - \alpha_j X)$. On $N \ge 1$ periodic sites $k = 0, \dots, N-1$ the shift is $(Sx)(k) = x(k+1)$, and for $w^N = 1$ the mode is $u_w(k) = w^k$. Lean's norm on `ZMod N → ℂ` is the maximum over sites, in which $\|u_w\| = 1$; the Euclidean unit vector is $w^k/\sqrt{N}$.

Linearising a self-consistent-field iteration $x \mapsto x + \alpha(F(x) - x)$, for a map $F$ with Jacobian $F'$ at its fixed point, gives this step with $A = 1 - F'$; the barrier below concerns only the finite linear model $A = S$, a test matrix not derived from an electronic-structure map $F$, with parameters fixed beforehand.

```lean
import Mathlib

open Polynomial Finset

namespace CyclicMixingBarrier

noncomputable section
```

## Degree below $N$ and a primitive root

The bound $\deg p < N$ stands for fewer steps than sites. A primitive root $\omega$ satisfies $\omega^i = 1$ only when $N$ divides $i$, so the powers $\omega^0, \dots, \omega^{N-1}$ visit every mode once. With $p(X) = \sum_{i<N} c_i X^i$,
$$\sum_{k<N} p(\omega^k) = \sum_{i<N} c_i \sum_{k<N} (\omega^i)^k = N c_0 + \sum_{0<i<N} c_i \frac{(\omega^i)^N - 1}{\omega^i - 1} = N p(0).$$
The geometric sum needs $\omega^i \neq 1$, which takes both hypotheses; this is `hne`, feeding `geom_sum_eq`. The bound `hp` also gives the expansion `hexp` and forces $N \ge 1$. At degree $N$, the polynomial $1 - X^N$ sums to $0$ instead of $N$. For the non-primitive $\omega = 1$ with $N = 2$ and $p = X$, the sum is $2$ instead of $0$.

```lean
/-- Discrete mean-value property: for a polynomial of degree below `N`, the sum of its values
over the powers of a primitive `N`-th root of unity is `N p(0)`. -/
theorem sum_eval_roots {N : ℕ} {ω : ℂ} (hω : IsPrimitiveRoot ω N) (p : ℂ[X])
    (hp : p.natDegree < N) : ∑ k ∈ range N, p.eval (ω ^ k) = N * p.eval 0 := by
  have hN : 0 < N := by omega
  have hexp : ∀ x : ℂ, p.eval x = ∑ i ∈ range N, p.coeff i * x ^ i :=
    fun x => eval_eq_sum_range' hp x
  rw [← coeff_zero_eq_eval_zero, Finset.sum_congr rfl (fun k _ => hexp (ω ^ k)),
    Finset.sum_comm, Finset.sum_eq_single 0]
  · simp
  · intro i hi hi0
    -- a geometric sum with ratio `ω ^ i ≠ 1` over a full period vanishes
    have hlt : i < N := Finset.mem_range.mp hi
    have hne : ω ^ i ≠ 1 := by
      intro h
      have := Nat.le_of_dvd (Nat.pos_of_ne_zero hi0) ((hω.pow_eq_one_iff_dvd i).mp h)
      omega
    have hper : (ω ^ i) ^ N = 1 := by
      rw [← pow_mul, mul_comm, pow_mul, hω.pow_eq_one, one_pow]
    have hswap : ∀ k : ℕ, (ω ^ k) ^ i = (ω ^ i) ^ k := fun k => by
      rw [← pow_mul, mul_comm, pow_mul]
    rw [← Finset.mul_sum, Finset.sum_congr rfl (fun k _ => hswap k), geom_sum_eq hne, hper]
    simp
  · intro h
    exact absurd (Finset.mem_range.mpr hN) h
```

## The conditions $p(0) = 1$ and $p \neq 1$

The value $p(0) = 1$ says that mixing leaves a residual in the kernel of $A$ unchanged. Suppose $|p(w)| \le 1$ at all roots. The mean value gives $\sum_k (1 - \operatorname{Re} p(\omega^k)) = 0$, where `h0` enters through `hre`. Each term is nonnegative, so every real part is $1$ (`hall`). Then $1 + (\operatorname{Im} p(\omega^k))^2 \le 1$ forces $p(\omega^k) = 1$ (`hval`). Now $p - 1$ has $N$ distinct roots (`hinj`) and degree below $N$ (`hdeg`), so $p = 1$. Hence $p \neq 1$ implies $|p(w)| > 1$ at some root. The constant $p = 1/2$ shows the need for $p(0) = 1$.

```lean
/-- A polynomial of degree below `N` with `p(0) = 1`, other than the constant `1`, exceeds one
in modulus at some `N`-th root of unity. -/
theorem exists_root_norm_gt_one {N : ℕ} (p : ℂ[X]) (hp : p.natDegree < N)
    (h0 : p.eval 0 = 1) (h1 : p ≠ 1) : ∃ w : ℂ, w ^ N = 1 ∧ 1 < ‖p.eval w‖ := by
  by_contra hcon
  have hle : ∀ w : ℂ, w ^ N = 1 → ‖p.eval w‖ ≤ 1 := fun w hw =>
    not_lt.mp fun h => hcon ⟨w, hw, h⟩
  have hN : N ≠ 0 := by omega
  obtain ⟨ω, hω⟩ : ∃ ω : ℂ, IsPrimitiveRoot ω N := ⟨_, Complex.isPrimitiveRoot_exp N hN⟩
  have hk : ∀ k : ℕ, ‖p.eval (ω ^ k)‖ ≤ 1 := fun k => hle _ (by
    rw [← pow_mul, mul_comm, pow_mul, hω.pow_eq_one, one_pow])
  -- the real parts are at most one and average to one
  have hre : ∑ k ∈ range N, (p.eval (ω ^ k)).re = N := by
    rw [← Complex.re_sum, sum_eval_roots hω p hp, h0]
    simp
  have hsum : ∑ k ∈ range N, (1 - (p.eval (ω ^ k)).re) = 0 := by
    rw [Finset.sum_sub_distrib, hre]
    simp
  have hall := (Finset.sum_eq_zero_iff_of_nonneg (fun k _ => by
    have h2 := Complex.re_le_norm (p.eval (ω ^ k))
    have h3 := hk k
    linarith)).mp hsum
  have hval : ∀ k : Fin N, (p - 1).eval (ω ^ (k : ℕ)) = 0 := by
    intro k
    have hr : (p.eval (ω ^ (k : ℕ))).re = 1 := by
      have := hall k (Finset.mem_range.mpr k.2)
      linarith
    have hsq := Complex.sq_norm (p.eval (ω ^ (k : ℕ)))
    rw [Complex.normSq_apply, hr] at hsq
    have hb : ‖p.eval (ω ^ (k : ℕ))‖ ^ 2 ≤ 1 := pow_le_one₀ (norm_nonneg _) (hk k)
    have hi : (p.eval (ω ^ (k : ℕ))).im = 0 := by
      apply mul_self_eq_zero.mp
      have := mul_self_nonneg (p.eval (ω ^ (k : ℕ))).im
      linarith
    rw [eval_sub, eval_one, sub_eq_zero]
    exact Complex.ext (by simpa using hr) (by simpa using hi)
  -- `p - 1` has `N` distinct roots and degree below `N`
  have hinj : Function.Injective fun k : Fin N => ω ^ (k : ℕ) :=
    fun i j h => Fin.ext (hω.pow_inj i.2 j.2 h)
  have hdeg : (p - 1).natDegree < Fintype.card (Fin N) := by
    rw [Fintype.card_fin, ← C_1, natDegree_sub_C]
    exact hp
  exact h1 (sub_eq_zero.mp
    (eq_zero_of_natDegree_lt_card_of_eval_eq_zero (p - 1) hinj hval hdeg))
```

For $p = 1$ the strict bound fails, but $w = 1$ gives equality, so $|p(w)| \ge 1$ holds at some root without `h1`.

```lean
/-- A polynomial of degree below `N` with `p(0) = 1` has modulus at least one at some `N`-th
root of unity. -/
theorem exists_root_norm_ge_one {N : ℕ} (p : ℂ[X]) (hp : p.natDegree < N)
    (h0 : p.eval 0 = 1) : ∃ w : ℂ, w ^ N = 1 ∧ 1 ≤ ‖p.eval w‖ := by
  by_cases h1 : p = 1
  · exact ⟨1, one_pow N, by simp [h1]⟩
  · obtain ⟨w, hw, h⟩ := exists_root_norm_gt_one p hp h0 h1
    exact ⟨w, hw, h.le⟩
```

## A linear map and an eigenvector residual

The definitions take any `V` and any linear `A`; the schedule is a `List ℂ`, consumed from the left by `foldl`.

```lean
variable {V : Type*} [AddCommGroup V] [Module ℂ V]

/-- The residual `b - A x` of the linear problem `A x = b`. -/
def residual (A : V →ₗ[ℂ] V) (b x : V) : V := b - A x

/-- One linear mixing step with parameter `α`: the iterate moves along its residual. -/
def mixStep (A : V →ₗ[ℂ] V) (b : V) (α : ℂ) (x : V) : V := x + α • residual A b x

/-- The iterate after applying a schedule of mixing parameters, in order, starting at `x`. -/
def runSchedule (A : V →ₗ[ℂ] V) (b : V) (l : List ℂ) (x : V) : V :=
  l.foldl (fun y α => mixStep A b α y) x

/-- The residual polynomial `∏ (1 - α X)` of a mixing schedule. -/
def residualPoly (l : List ℂ) : ℂ[X] := (l.map fun α => 1 - C α * X).prod
```

Each factor $1 - \alpha X$ has degree at most one, equals $1$ at $0$, and vanishes at $w$ if $\alpha w = 1$. Induction over the list gives $\deg p \le m$, $p(0) = 1$ and these zeros.

```lean
/-- The residual polynomial has degree at most the number of steps, equals one at zero, and vanishes
at every `w` with `α * w = 1` for a mixing parameter `α` of the schedule. -/
theorem residualPoly_spec (l : List ℂ) :
    (residualPoly l).natDegree ≤ l.length ∧ (residualPoly l).eval 0 = 1 ∧
      ∀ α ∈ l, ∀ w : ℂ, α * w = 1 → (residualPoly l).eval w = 0 := by
  induction l with
  | nil => simp [residualPoly]
  | cons β l ih =>
    obtain ⟨hd, h0, hz⟩ := ih
    have hc : residualPoly (β :: l) = (1 - C β * X) * residualPoly l := by
      simp [residualPoly]
    have hf : (1 - C β * X : ℂ[X]).natDegree ≤ 1 := by compute_degree
    rw [hc]
    refine ⟨?_, by simp [h0], ?_⟩
    · have := natDegree_mul_le (p := 1 - C β * X) (q := residualPoly l)
      rw [List.length_cons]
      omega
    · intro α hα w hw
      rcases List.mem_cons.mp hα with rfl | h
      · simp [hw]
      · simp [hz α h w hw]
```

Linearity gives the new residual $b - A(x + \alpha r) = r - \alpha A r$ (`h1`). If $Ar = wr$, this is $(1 - \alpha w) r$ (`h2`), a vector, possibly zero, that $A$ again multiplies by $w$ (`h3`), so the induction restarts from the new iterate and the final residual is $p(w) r$. Without the eigenvector hypothesis the factor would be the operator $p(A)$; for a nonlinear $F$ the residual is in general not propagated by a polynomial in one fixed map.

```lean
/-- If `A` multiplies the initial residual by `w`, a mixing schedule multiplies that residual
by the value of the residual polynomial at `w`. -/
theorem residual_runSchedule (A : V →ₗ[ℂ] V) (b : V) (w : ℂ) (l : List ℂ) (x : V)
    (h : A (residual A b x) = w • residual A b x) :
    residual A b (runSchedule A b l x) = (residualPoly l).eval w • residual A b x := by
  induction l generalizing x with
  | nil => simp [runSchedule, residualPoly]
  | cons α l ih =>
    have h1 : residual A b (mixStep A b α x) = residual A b x - α • A (residual A b x) := by
      simp only [residual, mixStep, map_add, map_smul]
      module
    have h2 : residual A b (mixStep A b α x) = (1 - α * w) • residual A b x := by
      rw [h1, h]
      module
    have h3 : A (residual A b (mixStep A b α x)) = w • residual A b (mixStep A b α x) := by
      rw [h2, map_smul, h, smul_comm]
    have h4 : (residualPoly (α :: l)).eval w = (residualPoly l).eval w * (1 - α * w) := by
      have hc : residualPoly (α :: l) = (1 - C α * X) * residualPoly l := by
        simp [residualPoly]
      rw [hc, eval_mul, mul_comm]
      simp
    have h5 : runSchedule A b (α :: l) x = runSchedule A b l (mixStep A b α x) := rfl
    rw [h5, ih _ h3, h2, h4, smul_smul]
```

## Periodicity of the mode

The condition $w^N = 1$ is the periodic boundary condition. One has $(S u_w)(k) = w^{(k+1) \bmod N} = w \cdot w^k$, and at the last site, $k = N-1$, this requires $w^N = 1$; otherwise $S u_w \neq w u_w$, and for $N \ge 2$ the vector $u_w$ is then not an eigenvector at all. In Lean this is the two uses of `pow_eq_pow_mod`, and `ZMod.val_one_eq_one_mod` covers $N = 1$. The mode is nonzero since $u_w(0) = 1$. The instance `NeZero N` states $N \ge 1$, excluding `ZMod 0`, the infinite chain.

```lean
/-- The cyclic shift on `N` sites. -/
def shift (N : ℕ) : (ZMod N → ℂ) →ₗ[ℂ] (ZMod N → ℂ) where
  toFun x k := x (k + 1)
  map_add' _ _ := rfl
  map_smul' _ _ := rfl

/-- The Fourier mode with amplitude `w ^ k` on site `k`. -/
def mode (N : ℕ) (w : ℂ) : ZMod N → ℂ := fun k => w ^ k.val

/-- For an `N`-th root of unity `w`, the mode is nonzero and the shift multiplies it by `w`. -/
theorem shift_mode {N : ℕ} [NeZero N] {w : ℂ} (hw : w ^ N = 1) :
    mode N w ≠ 0 ∧ shift N (mode N w) = w • mode N w := by
  constructor
  · intro h
    have := congrFun h 0
    simp [mode] at this
  · funext k
    show w ^ (k + 1).val = w * w ^ k.val
    rw [ZMod.val_add, ← pow_eq_pow_mod _ hw, pow_add, ZMod.val_one_eq_one_mod,
      ← pow_eq_pow_mod _ hw, pow_one, mul_comm]
```

## A schedule chosen before the mode

In `no_uniform_damping`, for each list `l` with `l.length < N` there is a root $w$ such that, for all $b, x$ with initial residual $u_w$, the final residual has norm at least $\|u_w\|$. The proof chains $\deg p \le m < N$, the weak bound, and $\|p(w) u_w\| = |p(w)|\,\|u_w\|$ (`norm_smul`). The condition on $b, x$ is met by $b = u_w$, $x = 0$. The mode depends on the schedule: a scheme that adapts to the residual is not covered, and for known $w$ the single step $\alpha = 1/w$ removes it.

```lean
/-- For every schedule of fewer than `N` mixing steps on the cyclic shift there is a Fourier
mode such that a residual starting as that mode does not decrease in norm. -/
theorem no_uniform_damping {N : ℕ} [NeZero N] (l : List ℂ) (hl : l.length < N) :
    ∃ w : ℂ, w ^ N = 1 ∧ ∀ b x, residual (shift N) b x = mode N w →
      ‖mode N w‖ ≤ ‖residual (shift N) b (runSchedule (shift N) b l x)‖ := by
  obtain ⟨hd, h0, -⟩ := residualPoly_spec l
  obtain ⟨w, hw, h⟩ := exists_root_norm_ge_one (residualPoly l) (hd.trans_lt hl) h0
  refine ⟨w, hw, fun b x hx => ?_⟩
  rw [residual_runSchedule _ b w l x (by rw [hx]; exact (shift_mode hw).2), hx, norm_smul]
  exact le_mul_of_one_le_left (norm_nonneg _) h
```

If the schedule contains a nonzero parameter $\alpha$, then $p(1/\alpha) = 0$, so $p \neq 1$ (`h1`) and some mode grows strictly. With all parameters zero every residual stays fixed. At $N = 1$ only the empty schedule has fewer than $N$ steps, and it has no parameter.

```lean
/-- If a schedule of fewer than `N` steps has a nonzero mixing parameter, there is a Fourier
mode such that a residual starting as that mode strictly grows in norm. -/
theorem some_mode_amplified {N : ℕ} [NeZero N] (l : List ℂ) (hl : l.length < N)
    {α : ℂ} (hα : α ∈ l) (hα0 : α ≠ 0) :
    ∃ w : ℂ, w ^ N = 1 ∧ ∀ b x, residual (shift N) b x = mode N w →
      ‖mode N w‖ < ‖residual (shift N) b (runSchedule (shift N) b l x)‖ := by
  obtain ⟨hd, h0, hz⟩ := residualPoly_spec l
  have h1 : residualPoly l ≠ 1 := by
    intro h
    have := hz α hα α⁻¹ (mul_inv_cancel₀ hα0)
    simp [h] at this
  obtain ⟨w, hw, h⟩ := exists_root_norm_gt_one (residualPoly l) (hd.trans_lt hl) h0 h1
  refine ⟨w, hw, fun b x hx => ?_⟩
  rw [residual_runSchedule _ b w l x (by rw [hx]; exact (shift_mode hw).2), hx, norm_smul]
  exact lt_mul_of_one_lt_left (norm_pos_iff.mpr (shift_mode hw).1) h
```

## What $N$ steps achieve

Take the $N$ parameters $\omega^k$, $k = 0, \dots, N-1$. Primitivity gives $w^{-1} = \omega^i$ for some $i < N$ (`hiw`), so the factor $1 - \omega^i w$ vanishes and $p(w) = 0$. The theorem treats initial residuals equal to a single mode, and for $N \ge 3$ some of its parameters are not real. It shows that the step bound `hl` is sharp.

```lean
/-- Sharpness: the schedule of `N` steps with parameters `ω ^ k`, `ω` a primitive `N`-th root
of unity, sends a residual starting as any Fourier mode to zero. -/
theorem full_schedule_kills_modes {N : ℕ} [NeZero N] {ω w : ℂ} (hω : IsPrimitiveRoot ω N)
    (hw : w ^ N = 1) (b x : ZMod N → ℂ) (hx : residual (shift N) b x = mode N w) :
    residual (shift N) b
      (runSchedule (shift N) b ((List.range N).map fun k => ω ^ k) x) = 0 := by
  have hw0 : w ≠ 0 := by
    rintro rfl
    simp [NeZero.ne N] at hw
  obtain ⟨i, hi, hiw⟩ := hω.eq_pow_of_pow_eq_one (ξ := w⁻¹) (by rw [inv_pow, hw, inv_one])
  have hz := (residualPoly_spec ((List.range N).map fun k => ω ^ k)).2.2 (ω ^ i)
    (List.mem_map.mpr ⟨i, List.mem_range.mpr hi, rfl⟩) w (by rw [hiw, inv_mul_cancel₀ hw0])
  rw [residual_runSchedule _ b w _ x (by rw [hx]; exact (shift_mode hw).2), hz, zero_smul]

end

end CyclicMixingBarrier
```

```lean
#print axioms CyclicMixingBarrier.no_uniform_damping
#print axioms CyclicMixingBarrier.some_mode_amplified
#print axioms CyclicMixingBarrier.full_schedule_kills_modes
```

```
'CyclicMixingBarrier.no_uniform_damping' depends on axioms: [propext, Classical.choice, Quot.sound]
'CyclicMixingBarrier.some_mode_amplified' depends on axioms: [propext, Classical.choice, Quot.sound]
'CyclicMixingBarrier.full_schedule_kills_modes' depends on axioms: [propext, Classical.choice, Quot.sound]
```
